# A normalised, centred kernel of second moment $s$ adds $s$ per unit weight to the second moment of a finite spectrum

A broadening kernel is taken here to be any real function $K$ on the energy axis whose moments, up to the order in question, are absolutely convergent integrals over the whole line. It need not be positive, symmetric or smooth. This choice admits kernels that change sign, and it excludes the Lorentzian from the first moment upwards, because the tails of that kernel fall off only as $1/x^2$.

Let a finite set of levels have energies $e_k$ and real weights $w_k$. The broadened density of states is

$$D(E)=\sum_k w_k\,K(E-e_k).$$

Suppose that $K$, $xK$ and $x^2K$ are integrable, with $\int K\,dx=1$, $\int xK\,dx=0$ and $\int x^2K\,dx=s$. Then

$$\int D\,dE=\sum_k w_k,\qquad \int E\,D\,dE=\sum_k w_k e_k,\qquad \int E^2D\,dE=\sum_k w_k(e_k^2+s).$$

For a density of states computed from finitely many eigenvalues and broadened by one fixed kernel of this kind, the second moment of the unbroadened levels is therefore recovered by subtracting $s$ times the total weight.

## Moving the origin to each level

Write $m_j=\int x^jK(x)\,dx$ for the kernel moments, and suppose that these integrals converge absolutely for all $j\le n$. For one level at energy $a$, substitute $x=E-a$ and expand the power:

$$\int E^nK(E-a)\,dE=\int (x+a)^nK(x)\,dx=\sum_{j=0}^{n}\binom nj a^{n-j}m_j .$$

The integrand in the middle is a finite combination of the integrable functions $x^jK$, so it is integrable and may be integrated term by term. Zeroth powers equal one, also when $a=0$.

Setting $a=e_k$, multiplying by $w_k$ and summing over the finitely many levels gives

$$\int E^nD(E)\,dE=\sum_k w_k\sum_{j=0}^{n}\binom nj e_k^{\,n-j}m_j .$$

With $m_0=1$, $m_1=0$ and $m_2=s$, the inner sum is

- $m_0=1$ for $n=0$,
- $e_k m_0+m_1=e_k$ for $n=1$,
- $e_k^2m_0+2e_km_1+m_2=e_k^2+s$ for $n=2$.

These are the three stated results.

For a reference energy $c$, measure both $E$ and the levels from $c$. Since $E-e_k=(E-c)-(e_k-c)$, the density keeps its form, and the result for $n=2$ becomes

$$\int (E-c)^2D(E)\,dE=\sum_k w_k(e_k-c)^2+s\sum_k w_k .$$

If the total weight $W=\sum_k w_k$ is nonzero, division by $W$ gives the normalised second moment about $c$, which exceeds that of the levels by exactly $s$. With nonnegative weights, a nonnegative kernel and $c=\sum_k w_ke_k/W$, this is the addition of variances.

## A box that qualifies and a Lorentzian that does not

The box kernel of half-width $a>0$ equals $1/(2a)$ on $(-a,a]$ and zero elsewhere. Its moments are

$$\frac1{2a}\int_{-a}^{a}x^j\,dx=\frac{a^{j+1}-(-a)^{j+1}}{2a\,(j+1)},$$

which gives $1$, $0$ and $a^2/3$ for $j=0,1,2$. It satisfies every condition, with $s=a^2/3$.

The Lorentzian of half-width $\eta>0$ is $L(x)=(\eta/\pi)/(x^2+\eta^2)$. It obeys

$$\frac{\pi}{\eta}\,x^2L(x)+\frac{1}{1+(x/\eta)^2}=\frac{x^2}{x^2+\eta^2}+\frac{\eta^2}{x^2+\eta^2}=1 .$$

The second term on the left is integrable. If $x^2L$ were integrable too, the constant $1$ would be integrable over a line of infinite length, which is false.

## Levels, weights and kernels in Lean

The levels are labelled by a finite type `ι`. It may be empty, in which case all sums over levels vanish.

```lean
import Mathlib

open MeasureTheory

namespace BroadenedSpectrum

noncomputable section

variable {ι : Type*} [Fintype ι]
```

The functions `w` and `e` assign a weight and an energy to each label. Degenerate levels are allowed, because `e` may take the same value at different labels, and the weights may have either sign.

```lean
/-- The broadened density of states: each level `e k` of weight `w k` is replaced by a copy
of the kernel `K` centred at that level. -/
def broadened (w e : ι → ℝ) (K : ℝ → ℝ) (E : ℝ) : ℝ := ∑ k, w k * K (E - e k)
```

The number $m_j$ is `kernelMoment K j`, a Lebesgue integral over the real line. Lean gives the integral of a non-integrable function the value zero, so a value of zero does not by itself show that the integral converges. Integrability is therefore stated separately.

```lean
/-- The moment of order `j` of a broadening kernel. -/
def kernelMoment (K : ℝ → ℝ) (j : ℕ) : ℝ := ∫ x, x ^ j * K x
```

The two example kernels follow. The indicator function in the first restricts a constant to the energy window.

```lean
/-- The box kernel: constant on an energy window of half-width `a`, zero outside. -/
def boxKernel (a x : ℝ) : ℝ := (Set.Ioc (-a) a).indicator (fun _ => 1 / (2 * a)) x

/-- The Lorentzian kernel of half-width `η`. -/
def lorentzian (η x : ℝ) : ℝ := η / Real.pi / (x ^ 2 + η ^ 2)
```

## The moments of one displaced kernel

The hypothesis `hK` says that $x^jK$ is integrable for every $j\le n$. The first lemma concludes that $E^nK(E-a)$ is integrable. Its inner equation `hexp` is the binomial expansion, obtained from `add_pow`. A finite sum of integrable functions is integrable, and `comp_sub_right` carries the result from $x$ back to $E=x+a$.

```lean
/-- A kernel with finite moments up to order `n` still has a finite moment of order `n`
after it is moved to a level at energy `a`. -/
theorem level_moment_integrable {K : ℝ → ℝ} {n : ℕ}
    (hK : ∀ j ≤ n, Integrable (fun x => x ^ j * K x)) (a : ℝ) :
    Integrable (fun E => E ^ n * K (E - a)) := by
  have h : Integrable (fun x => (x + a) ^ n * K x) := by
    have hexp : (fun x => (x + a) ^ n * K x) = fun x =>
        ∑ j ∈ Finset.range (n + 1), ((n.choose j : ℝ) * a ^ (n - j)) * (x ^ j * K x) := by
      funext x
      rw [add_pow, Finset.sum_mul]
      exact Finset.sum_congr rfl fun j _ => by ring
    rw [hexp]
    exact MeasureTheory.integrable_finsetSum _ fun j hj =>
      (hK j (Nat.lt_succ_iff.mp (Finset.mem_range.mp hj))).const_mul _
  simpa only [sub_add_cancel] using h.comp_sub_right a
```

The value of the moment uses the same expansion. Here `integral_sub_right_eq_self` is the translation invariance of the integral, which is the substitution $x=E-a$. The integral is then exchanged with the finite sum, and the constant factors are taken outside.

```lean
/-- The moment of order `n` of a single broadened level at energy `a` is the binomial
combination of powers of `a` and moments of the kernel. -/
theorem level_moment {K : ℝ → ℝ} {n : ℕ}
    (hK : ∀ j ≤ n, Integrable (fun x => x ^ j * K x)) (a : ℝ) :
    ∫ E, E ^ n * K (E - a) =
      ∑ j ∈ Finset.range (n + 1), (n.choose j : ℝ) * a ^ (n - j) * kernelMoment K j := by
  -- measure energies from the level
  have hshift := integral_sub_right_eq_self (μ := volume) (fun x : ℝ => (x + a) ^ n * K x) a
  simp only [sub_add_cancel] at hshift
  rw [hshift]
  have hexp : (fun x => (x + a) ^ n * K x) = fun x =>
      ∑ j ∈ Finset.range (n + 1), ((n.choose j : ℝ) * a ^ (n - j)) * (x ^ j * K x) := by
    funext x
    rw [add_pow, Finset.sum_mul]
    exact Finset.sum_congr rfl fun j _ => by ring
  rw [hexp, MeasureTheory.integral_finsetSum _ fun j hj =>
    (hK j (Nat.lt_succ_iff.mp (Finset.mem_range.mp hj))).const_mul _]
  exact Finset.sum_congr rfl fun j _ => by rw [integral_const_mul, kernelMoment]
```

## Summing over the levels

The next two theorems treat the full density $D$. In both, `hsum` moves the factor $E^n$ inside the sum over levels. The first theorem establishes that the moment of order $n$ is a convergent integral, and the second gives its value for arbitrary kernel moments, with no normalisation or centring assumed.

```lean
/-- If the kernel has finite moments up to order `n`, the broadened density of states has a
finite moment of order `n`. -/
theorem broadened_moment_integrable (w e : ι → ℝ) {K : ℝ → ℝ} {n : ℕ}
    (hK : ∀ j ≤ n, Integrable (fun x => x ^ j * K x)) :
    Integrable (fun E => E ^ n * broadened w e K E) := by
  have hsum : (fun E => E ^ n * broadened w e K E) =
      fun E => ∑ k, w k * (E ^ n * K (E - e k)) := by
    funext E
    rw [broadened, Finset.mul_sum]
    exact Finset.sum_congr rfl fun k _ => by ring
  rw [hsum]
  exact MeasureTheory.integrable_finsetSum _ fun k _ => (level_moment_integrable hK (e k)).const_mul _

/-- The moment of order `n` of the broadened density of states, in terms of the levels, their
weights and the moments of the kernel. -/
theorem broadened_moment (w e : ι → ℝ) {K : ℝ → ℝ} {n : ℕ}
    (hK : ∀ j ≤ n, Integrable (fun x => x ^ j * K x)) :
    ∫ E, E ^ n * broadened w e K E = ∑ k, w k *
      ∑ j ∈ Finset.range (n + 1), (n.choose j : ℝ) * e k ^ (n - j) * kernelMoment K j := by
  have hsum : (fun E => E ^ n * broadened w e K E) =
      fun E => ∑ k, w k * (E ^ n * K (E - e k)) := by
    funext E
    rw [broadened, Finset.mul_sum]
    exact Finset.sum_congr rfl fun k _ => by ring
  rw [hsum, MeasureTheory.integral_finsetSum _ fun k _ =>
    (level_moment_integrable hK (e k)).const_mul _]
  exact Finset.sum_congr rfl fun k _ => by rw [integral_const_mul, level_moment hK]
```

## Weight, first moment and second moment

In the main theorem, `i0`, `i1` and `i2` are the three integrability conditions on the kernel. The equations `h0`, `h1` and `h2` say that it is normalised, that it is centred and that its second moment is called `s`. Physically, normalisation means that broadening a level neither creates nor destroys states, and centring means that the level is not shifted on average. The parameter `s` is the variance of the kernel when $K$ is nonnegative; for a kernel that changes sign it can be zero or negative.

The conclusion is a conjunction of three equations. The first and second moments in it are not divided by the total weight. For $W\neq0$ the mean energy is $\sum_k w_ke_k/W$, both before and after broadening.

The proof first collects the three integrability conditions into the form that the general theorem needs, with `interval_cases j` separating $j=0,1,2$. It then applies `broadened_moment` at $n=0$, $1$ and $2$. Expanding the short sums with `Finset.sum_range_succ` and inserting `k0`, `k1` and `k2` reproduces the three cases worked out above.

```lean
/-- Broadening with a normalised, centred kernel of second moment `s` keeps the total weight
and the first moment, and adds `s` to the squared energy of every level in the second moment. -/
theorem broadened_weight_mean_second (w e : ι → ℝ) {K : ℝ → ℝ} {s : ℝ}
    (i0 : Integrable K) (i1 : Integrable (fun x => x * K x))
    (i2 : Integrable (fun x => x ^ 2 * K x))
    (h0 : ∫ x, K x = 1) (h1 : ∫ x, x * K x = 0) (h2 : ∫ x, x ^ 2 * K x = s) :
    ∫ E, broadened w e K E = ∑ k, w k ∧
    ∫ E, E * broadened w e K E = ∑ k, w k * e k ∧
    ∫ E, E ^ 2 * broadened w e K E = ∑ k, w k * (e k ^ 2 + s) := by
  have hK : ∀ j ≤ 2, Integrable (fun x => x ^ j * K x) := by
    intro j hj
    interval_cases j
    · simpa using i0
    · simpa using i1
    · exact i2
  have k0 : kernelMoment K 0 = 1 := by simpa [kernelMoment] using h0
  have k1 : kernelMoment K 1 = 0 := by simpa [kernelMoment] using h1
  have k2 : kernelMoment K 2 = s := h2
  refine ⟨?_, ?_, ?_⟩
  · have h := broadened_moment w e (n := 0) fun j hj => hK j (by omega)
    simpa [Finset.sum_range_succ, k0] using h
  · have h := broadened_moment w e (n := 1) fun j hj => hK j (by omega)
    simpa [Finset.sum_range_succ, k0, k1] using h
  · rw [broadened_moment w e hK]
    refine Finset.sum_congr rfl fun k _ => ?_
    simp [Finset.sum_range_succ, k0, k1, k2]
```

The model uses one kernel for all levels. A width that varies from level to level, or a continuous spectrum before broadening, is not covered.

For the second moment about `c`, the equation `hD` rewrites the density with both the levels and the energy measured from `c`. Translation invariance removes the shift of the integration variable, and the third part of the main theorem applies to the levels `e k - c`. The last steps combine the two sums on the right-hand side into one and compare the terms level by level.

```lean
/-- For a normalised, centred kernel of second moment `s`, and about any reference energy `c`, the
second moment of the broadened density of states is that of the levels plus `s` times their total
weight. -/
theorem broadened_second_about (w e : ι → ℝ) {K : ℝ → ℝ} {s : ℝ} (c : ℝ)
    (i0 : Integrable K) (i1 : Integrable (fun x => x * K x))
    (i2 : Integrable (fun x => x ^ 2 * K x))
    (h0 : ∫ x, K x = 1) (h1 : ∫ x, x * K x = 0) (h2 : ∫ x, x ^ 2 * K x = s) :
    ∫ E, (E - c) ^ 2 * broadened w e K E =
      ∑ k, w k * (e k - c) ^ 2 + s * ∑ k, w k := by
  -- move the origin of energy to `c`, for the levels and for the integration variable
  have hD : ∀ E, broadened w e K E = broadened w (fun k => e k - c) K (E - c) := by
    intro E
    simp only [broadened, sub_sub_sub_cancel_right]
  simp_rw [hD]
  rw [integral_sub_right_eq_self (μ := volume)
    (fun x : ℝ => x ^ 2 * broadened w (fun k => e k - c) K x) c,
    (broadened_weight_mean_second w (fun k => e k - c) i0 i1 i2 h0 h1 h2).2.2,
    Finset.mul_sum, ← Finset.sum_add_distrib]
  exact Finset.sum_congr rfl fun k _ => by ring
```

## Checking the two kernels

The box moments are computed for every order `j` at once. The integral over the line is reduced to an interval integral from $-a$ to $a$, and `integral_pow` evaluates it. Integrability follows because a polynomial is continuous on a bounded window.

```lean
/-- Every moment of the box kernel is finite and has a closed form. -/
theorem boxKernel_moment {a : ℝ} (ha : 0 < a) (j : ℕ) :
    Integrable (fun x => x ^ j * boxKernel a x) ∧
    ∫ x, x ^ j * boxKernel a x =
      (a ^ (j + 1) - (-a) ^ (j + 1)) / ((j : ℝ) + 1) * (1 / (2 * a)) := by
  have hf : (fun x => x ^ j * boxKernel a x) =
      (Set.Ioc (-a) a).indicator (fun x => x ^ j * (1 / (2 * a))) := by
    funext x
    simp only [boxKernel, Set.indicator_apply]
    split_ifs <;> simp
  rw [hf]
  constructor
  · rw [integrable_indicator_iff measurableSet_Ioc]
    exact Continuous.integrableOn_Ioc (by fun_prop)
  · rw [integral_indicator measurableSet_Ioc,
      ← intervalIntegral.integral_of_le (by linarith : -a ≤ a),
      intervalIntegral.integral_mul_const, integral_pow]
```

Taking `j` equal to 0, 1 and 2 gives the six conditions of the main theorem with `s` equal to `a ^ 2 / 3`. The conditions are therefore satisfied by an actual kernel at every positive half-width.

```lean
/-- The box kernel of half-width `a` is normalised and centred, with finite second moment
`a ^ 2 / 3`. -/
theorem boxKernel_witness {a : ℝ} (ha : 0 < a) :
    Integrable (boxKernel a) ∧ Integrable (fun x => x * boxKernel a x) ∧
    Integrable (fun x => x ^ 2 * boxKernel a x) ∧
    ∫ x, boxKernel a x = 1 ∧ ∫ x, x * boxKernel a x = 0 ∧
    ∫ x, x ^ 2 * boxKernel a x = a ^ 2 / 3 := by
  obtain ⟨i0, m0⟩ := boxKernel_moment ha 0
  obtain ⟨i1, m1⟩ := boxKernel_moment ha 1
  obtain ⟨i2, m2⟩ := boxKernel_moment ha 2
  simp only [pow_zero, one_mul] at i0 m0
  simp only [pow_one] at i1 m1
  refine ⟨i0, i1, i2, m0.trans ?_, m1.trans ?_, m2.trans ?_⟩
  · norm_num
    field_simp
    ring
  · norm_num
  · norm_num
    field_simp
    ring
```

The final theorem assumes that $x^2L$ is integrable and derives a contradiction. The term `hsum` adds the two integrable functions from the derivation by hand, and `hone` uses their pointwise sum to conclude that the constant 1 is integrable. The last line rejects this, since the real line has infinite measure. For a Lorentzian-broadened spectrum, condition `i2` thus fails at every positive width, and the second-moment formula is not available.

```lean
/-- For the Lorentzian kernel the integrand of the second moment is not integrable. -/
theorem lorentzian_no_second_moment {η : ℝ} (hη : 0 < η) :
    ¬ Integrable (fun x => x ^ 2 * lorentzian η x) := by
  intro h
  -- a multiple of the integrand and an integrable tail add up to the constant one
  have hsum := (h.const_mul (Real.pi / η)).add (integrable_inv_one_add_sq.comp_div hη.ne')
  have hone : Integrable (fun _ : ℝ => (1 : ℝ)) := by
    refine hsum.congr (Filter.Eventually.of_forall fun x => ?_)
    show Real.pi / η * (x ^ 2 * lorentzian η x) + (1 + (x / η) ^ 2)⁻¹ = 1
    have hp : Real.pi ≠ 0 := Real.pi_ne_zero
    have hx : x ^ 2 + η ^ 2 ≠ 0 := by positivity
    have hq : 1 + (x / η) ^ 2 = (x ^ 2 + η ^ 2) / η ^ 2 := by
      field_simp
      ring
    rw [hq, inv_div, lorentzian]
    field_simp
  simp [integrable_const_iff, isFiniteMeasure_iff] at hone

end

end BroadenedSpectrum
```

```lean
#print axioms BroadenedSpectrum.broadened_moment_integrable
#print axioms BroadenedSpectrum.broadened_weight_mean_second
#print axioms BroadenedSpectrum.broadened_second_about
#print axioms BroadenedSpectrum.lorentzian_no_second_moment
```

```
'BroadenedSpectrum.broadened_moment_integrable' depends on axioms: [propext, Classical.choice, Quot.sound]
'BroadenedSpectrum.broadened_weight_mean_second' depends on axioms: [propext, Classical.choice, Quot.sound]
'BroadenedSpectrum.broadened_second_about' depends on axioms: [propext, Classical.choice, Quot.sound]
'BroadenedSpectrum.lorentzian_no_second_moment' depends on axioms: [propext, Classical.choice, Quot.sound]
```
